# Extra basis functions never raise the variational resistivity when the collision matrix is positive definite

I represent the linearized collision operator in a finite basis by a real symmetric positive definite matrix $C$, and the driving field by a real vector $X$. The transport equation is then $Cu = X$, the conductivity in reduced units is $X^T C^{-1} X$, and the variational resistivity is its reciprocal. If I keep my basis functions and add more, the resistivity should go down or stay the same. Can this be made rigorous and machine-checked, preferably with a formula for how much each addition gains?

## The gain is the conductivity of a residual drive

Yes. It is enough to assume positive definiteness for the enlarged matrix; the original block inherits it. Split the matrix and the drive into original and added parts:

$$C=\begin{pmatrix}A&B\\B^T&D\end{pmatrix},\qquad X=\begin{pmatrix}x\\y\end{pmatrix}.$$

Here $A$ describes collisions among the original functions, $D$ those among the added ones, and $B$ the coupling. Since $C$ is symmetric, so are $A$ and $D$.

**Positivity of the blocks.** For $u\neq0$, the test vector $(u,0)$ gives $u^TAu>0$, so $A$ is positive definite and invertible. Define

$$S=D-B^TA^{-1}B,\qquad r=y-B^TA^{-1}x.$$

The matrix $S$ is symmetric. For $v\ne0$, take $w=(-A^{-1}Bv,\,v)$, which is nonzero. Then

$$Cw=\begin{pmatrix}-Bv+Bv\\-B^TA^{-1}Bv+Dv\end{pmatrix}=\begin{pmatrix}0\\Sv\end{pmatrix},$$

so $v^TSv=w^TCw>0$, and $S$ is positive definite.

**Solving the enlarged equation.** The two rows are $Au+Bv=x$ and $B^Tu+Dv=y$. The first gives $u=A^{-1}(x-Bv)$. Inserted into the second, this gives $Sv=r$, hence $v=S^{-1}r$. Pairing the solution with the drive, and using the symmetry of $A^{-1}$,

$$\begin{aligned}X^TC^{-1}X&=x^Tu+y^Tv\\&=x^TA^{-1}x-x^TA^{-1}Bv+y^Tv\\&=x^TA^{-1}x+(y-B^TA^{-1}x)^Tv\\&=x^TA^{-1}x+r^TS^{-1}r.\end{aligned}$$

**The sign of the gain.** The last term equals $v^TSv$. It is non-negative, and vanishes only for $v=0$, that is, for $r=0$. If $x\neq0$, the original conductivity is positive, and taking reciprocals shows that the resistivity does not rise.

The old solution padded with zeros satisfies

$$C\begin{pmatrix}A^{-1}x\\0\end{pmatrix}=\begin{pmatrix}x\\B^TA^{-1}x\end{pmatrix},$$

which equals $X$ exactly when $r=0$. The conductivity therefore stays the same exactly when the old solution already solves the enlarged equation.

For one added function with coupling vector $b$, diagonal element $d$ and drive $\eta$, the gain is

$$\frac{(\eta-b^TA^{-1}x)^2}{d-b^TA^{-1}b}.$$

Here is the complete Lean file.

```lean
import Mathlib

open Matrix

namespace EnlargedTransportBasis

noncomputable section

variable {m n : Type*} [Fintype m] [Fintype n]
variable {A : Matrix m m ℝ} {B : Matrix m n ℝ} {D : Matrix n n ℝ}

/-- If the enlarged collision matrix is positive definite, so is its block on the original basis
functions. -/
theorem original_posDef (hC : (fromBlocks A B Bᵀ D).PosDef) : A.PosDef := by
  refine posDef_iff_dotProduct_mulVec.mpr
    ⟨(isHermitian_fromBlocks_iff.mp hC.isHermitian).1, ?_⟩
  intro u hu
  -- test the full matrix on a distribution without new components
  have hne : Sum.elim u (0 : n → ℝ) ≠ 0 := by
    intro h
    apply hu
    funext i
    simpa using congrFun h (Sum.inl i)
  have h := hC.dotProduct_mulVec_pos hne
  rw [star_trivial, fromBlocks_mulVec, Sum.elim_comp_inl, Sum.elim_comp_inr] at h
  simpa [dotProduct, Fintype.sum_sum_type] using h

variable [DecidableEq m]

/-- The effective collision matrix `S = D - Bᵀ A⁻¹ B` of the added basis functions, for
invertible `A`. -/
def schur (A : Matrix m m ℝ) (B : Matrix m n ℝ) (D : Matrix n n ℝ) : Matrix n n ℝ :=
  D - Bᵀ * A⁻¹ * B

/-- The residual drive `r = y - Bᵀ A⁻¹ x`: the part of the drive on the added functions that
the solution in the original basis leaves unbalanced, for invertible `A`. -/
def residual (A : Matrix m m ℝ) (B : Matrix m n ℝ) (x : m → ℝ) (y : n → ℝ) : n → ℝ :=
  y - Bᵀ *ᵥ (A⁻¹ *ᵥ x)

/-- The conductivity `⟨X, C⁻¹ X⟩`, in reduced units, for an invertible collision matrix `C` and
driving vector `X`. -/
def conductivity (C : Matrix m m ℝ) (X : m → ℝ) : ℝ :=
  X ⬝ᵥ C⁻¹ *ᵥ X

/-- The variational resistivity `1 / ⟨X, C⁻¹ X⟩`, for positive definite `C` and nonzero `X`. -/
def resistivity (C : Matrix m m ℝ) (X : m → ℝ) : ℝ :=
  1 / conductivity C X

/-- For a positive definite collision matrix, `C⁻¹ X` solves the linearized transport equation
with drive `X`. -/
theorem mulVec_solution {C : Matrix m m ℝ} (hC : C.PosDef) (X : m → ℝ) :
    C *ᵥ (C⁻¹ *ᵥ X) = X := by
  rw [mulVec_mulVec, mul_nonsing_inv _ hC.det_pos.ne'.isUnit, one_mulVec]

/-- For a positive definite collision matrix, a nonzero drive gives a strictly positive
conductivity. -/
theorem conductivity_pos {C : Matrix m m ℝ} (hC : C.PosDef) {X : m → ℝ} (hX : X ≠ 0) :
    0 < conductivity C X := by
  have h := hC.inv.dotProduct_mulVec_pos hX
  rwa [star_trivial] at h

/-- The action of the effective collision matrix on a vector: `S v = D v - Bᵀ (A⁻¹ (B v))`. -/
theorem schur_mulVec (v : n → ℝ) :
    schur A B D *ᵥ v = D *ᵥ v - Bᵀ *ᵥ (A⁻¹ *ᵥ (B *ᵥ v)) := by
  simp only [schur, Matrix.sub_mulVec, Matrix.mulVec_mulVec, Matrix.mul_assoc]

/-- If the enlarged collision matrix is positive definite, so is the effective collision matrix of
the added basis functions. -/
theorem schur_posDef (hC : (fromBlocks A B Bᵀ D).PosDef) : (schur A B D).PosDef := by
  have hA := original_posDef hC
  have hAT : Aᵀ = A :=
    (conjTranspose_eq_transpose_of_trivial A).symm.trans hA.isHermitian.eq
  have hDT : Dᵀ = D := (conjTranspose_eq_transpose_of_trivial D).symm.trans
    (isHermitian_fromBlocks_iff.mp hC.isHermitian).2.2.2.eq
  have hAi : A⁻¹ᵀ = A⁻¹ := by rw [transpose_nonsing_inv, hAT]
  refine posDef_iff_dotProduct_mulVec.mpr ⟨?_, ?_⟩
  · rw [IsHermitian, conjTranspose_eq_transpose_of_trivial]
    simp only [schur, transpose_sub, transpose_mul, transpose_transpose, hAi, hDT,
      Matrix.mul_assoc]
  · intro v hv
    -- choose the original components so that the first block of the image vanishes
    have hne : Sum.elim (-(A⁻¹ *ᵥ (B *ᵥ v))) v ≠ 0 := by
      intro h
      apply hv
      funext j
      simpa using congrFun h (Sum.inr j)
    have hw : fromBlocks A B Bᵀ D *ᵥ Sum.elim (-(A⁻¹ *ᵥ (B *ᵥ v))) v
        = Sum.elim (0 : m → ℝ) (schur A B D *ᵥ v) := by
      rw [fromBlocks_mulVec, Sum.elim_comp_inl, Sum.elim_comp_inr, schur_mulVec,
        mulVec_neg, mulVec_neg, mulVec_solution hA, neg_add_cancel, neg_add_eq_sub]
    have h := hC.dotProduct_mulVec_pos hne
    rw [star_trivial, hw] at h
    simpa [dotProduct, Fintype.sum_sum_type] using h

variable [DecidableEq n]

/-- The solution of the enlarged transport equation, for a positive definite enlarged collision
matrix: the added components are `v = S⁻¹ r`, and the original ones are `A⁻¹ (x - B v)`. -/
theorem enlarged_solution (hC : (fromBlocks A B Bᵀ D).PosDef) (x : m → ℝ) (y : n → ℝ) :
    (fromBlocks A B Bᵀ D)⁻¹ *ᵥ Sum.elim x y =
      Sum.elim (A⁻¹ *ᵥ (x - B *ᵥ ((schur A B D)⁻¹ *ᵥ residual A B x y)))
        ((schur A B D)⁻¹ *ᵥ residual A B x y) := by
  have hs := mulVec_solution (schur_posDef hC) (residual A B x y)
  generalize (schur A B D)⁻¹ *ᵥ residual A B x y = v at hs ⊢
  rw [schur_mulVec, residual] at hs
  have h1 : A *ᵥ (A⁻¹ *ᵥ (x - B *ᵥ v)) + B *ᵥ v = x := by
    rw [mulVec_solution (original_posDef hC), sub_add_cancel]
  have h2 : Bᵀ *ᵥ (A⁻¹ *ᵥ (x - B *ᵥ v)) + D *ᵥ v = y := by
    rw [mulVec_sub, mulVec_sub]
    linear_combination hs
  have hw : fromBlocks A B Bᵀ D *ᵥ Sum.elim (A⁻¹ *ᵥ (x - B *ᵥ v)) v = Sum.elim x y := by
    rw [fromBlocks_mulVec, Sum.elim_comp_inl, Sum.elim_comp_inr, h1, h2]
  rw [← hw, mulVec_mulVec, nonsing_inv_mul _ hC.det_pos.ne'.isUnit, one_mulVec]

/-- If the enlarged collision matrix is positive definite, enlarging the basis adds to the
conductivity exactly the conductivity of the residual drive under the effective collision matrix:
`⟨X, C⁻¹ X⟩ = ⟨x, A⁻¹ x⟩ + ⟨r, S⁻¹ r⟩`. -/
theorem conductivity_enlarged (hC : (fromBlocks A B Bᵀ D).PosDef) (x : m → ℝ) (y : n → ℝ) :
    conductivity (fromBlocks A B Bᵀ D) (Sum.elim x y) =
      conductivity A x + conductivity (schur A B D) (residual A B x y) := by
  have hAT : Aᵀ = A := (conjTranspose_eq_transpose_of_trivial A).symm.trans
    (original_posDef hC).isHermitian.eq
  have hAi : A⁻¹ᵀ = A⁻¹ := by rw [transpose_nonsing_inv, hAT]
  unfold conductivity
  rw [enlarged_solution hC]
  generalize (schur A B D)⁻¹ *ᵥ residual A B x y = v
  have hsum : ∀ u : m → ℝ, Sum.elim x y ⬝ᵥ Sum.elim u v = x ⬝ᵥ u + y ⬝ᵥ v := by
    intro u
    simp [dotProduct, Fintype.sum_sum_type]
  -- symmetry of the collision matrix moves the coupling onto the drive
  have hsym : (Bᵀ *ᵥ (A⁻¹ *ᵥ x)) ⬝ᵥ v = x ⬝ᵥ (A⁻¹ *ᵥ (B *ᵥ v)) := by
    rw [mulVec_transpose, ← dotProduct_mulVec, dotProduct_mulVec x, ← mulVec_transpose, hAi]
  rw [hsum, residual, mulVec_sub, dotProduct_sub, sub_dotProduct, hsym]
  ring

/-- If the enlarged collision matrix is positive definite and the drive on the original functions is
nonzero, the extra basis functions do not raise the variational resistivity. -/
theorem resistivity_enlarged_le (hC : (fromBlocks A B Bᵀ D).PosDef) {x : m → ℝ} (hx : x ≠ 0)
    (y : n → ℝ) :
    resistivity (fromBlocks A B Bᵀ D) (Sum.elim x y) ≤ resistivity A x := by
  refine one_div_le_one_div_of_le (conductivity_pos (original_posDef hC) hx) ?_
  rw [conductivity_enlarged hC]
  by_cases hr : residual A B x y = 0
  · simp [hr, conductivity]
  · linarith [conductivity_pos (schur_posDef hC) hr]

/-- For a positive definite enlarged collision matrix, the conductivity is unchanged by the extra
functions if and only if the original solution, padded with zeros, solves the enlarged transport
equation. -/
theorem conductivity_enlarged_eq_iff (hC : (fromBlocks A B Bᵀ D).PosDef) (x : m → ℝ)
    (y : n → ℝ) :
    conductivity (fromBlocks A B Bᵀ D) (Sum.elim x y) = conductivity A x ↔
      fromBlocks A B Bᵀ D *ᵥ Sum.elim (A⁻¹ *ᵥ x) 0 = Sum.elim x y := by
  have hpad : fromBlocks A B Bᵀ D *ᵥ Sum.elim (A⁻¹ *ᵥ x) 0
      = Sum.elim x (Bᵀ *ᵥ (A⁻¹ *ᵥ x)) := by
    simp only [fromBlocks_mulVec, Sum.elim_comp_inl, Sum.elim_comp_inr, mulVec_zero, add_zero,
      mulVec_solution (original_posDef hC)]
  rw [hpad]
  constructor
  · intro hc
    rw [conductivity_enlarged hC] at hc
    -- a nonzero residual drive would add conductivity
    have hr : residual A B x y = 0 := by
      by_contra hne
      linarith [conductivity_pos (schur_posDef hC) hne]
    have hy : y = Bᵀ *ᵥ (A⁻¹ *ᵥ x) := sub_eq_zero.mp hr
    rw [← hy]
  · intro h
    have hy : y = Bᵀ *ᵥ (A⁻¹ *ᵥ x) := by
      funext j
      exact (congrFun h (Sum.inr j)).symm
    have hr : residual A B x y = 0 := sub_eq_zero.mpr hy
    rw [conductivity_enlarged hC, hr]
    simp [conductivity]

/-- If the enlarged collision matrix is positive definite, adding one basis function with couplings
`b`, diagonal element `d` and drive `η` raises the conductivity by `(η - ⟨b, A⁻¹ x⟩)² / (d - ⟨b, A⁻¹
b⟩)`. -/
theorem conductivity_add_one {b : m → ℝ} {d : ℝ}
    (hC : (fromBlocks A (replicateCol Unit b) (replicateCol Unit b)ᵀ
      (of fun _ _ => d)).PosDef) (x : m → ℝ) (η : ℝ) :
    conductivity (fromBlocks A (replicateCol Unit b) (replicateCol Unit b)ᵀ (of fun _ _ => d))
        (Sum.elim x fun _ => η) =
      conductivity A x + (η - b ⬝ᵥ A⁻¹ *ᵥ x) ^ 2 / (d - b ⬝ᵥ A⁻¹ *ᵥ b) := by
  -- a one-function transport problem is a scalar division
  have key : ∀ (S : Matrix Unit Unit ℝ) (r : Unit → ℝ), S.PosDef →
      conductivity S r = r () ^ 2 / S () () := by
    intro S r hS
    have h := congrFun (mulVec_solution hS r) ()
    have hp : 0 < S () () := hS.diag_pos
    unfold conductivity
    generalize S⁻¹ *ᵥ r = w at h ⊢
    simp only [mulVec, dotProduct, Fintype.sum_unique] at h ⊢
    change S () () * w () = r () at h
    change r () * w () = r () ^ 2 / S () ()
    rw [eq_div_iff hp.ne', ← h]
    ring
  have hs : schur A (replicateCol Unit b) (of fun _ _ => d) () () = d - b ⬝ᵥ A⁻¹ *ᵥ b := by
    rw [schur, Matrix.mul_assoc]
    rfl
  have hr : residual A (replicateCol Unit b) x (fun _ => η) () = η - b ⬝ᵥ A⁻¹ *ᵥ x := rfl
  rw [conductivity_enlarged hC, key _ _ (schur_posDef hC), hs, hr]

end

end EnlargedTransportBasis
```

```lean
#print axioms EnlargedTransportBasis.resistivity_enlarged_le
#print axioms EnlargedTransportBasis.conductivity_enlarged_eq_iff
#print axioms EnlargedTransportBasis.conductivity_add_one
```

```
'EnlargedTransportBasis.resistivity_enlarged_le' depends on axioms: [propext, Classical.choice, Quot.sound]
'EnlargedTransportBasis.conductivity_enlarged_eq_iff' depends on axioms: [propext, Classical.choice, Quot.sound]
'EnlargedTransportBasis.conductivity_add_one' depends on axioms: [propext, Classical.choice, Quot.sound]
```

### Reading the theorems as transport statements

The finite types `m` and `n` label the original and the added basis functions. The enlarged collision matrix is `fromBlocks A B Bᵀ D`, and the enlarged drive is `Sum.elim x y`. The hypothesis `hC` says that this matrix is `PosDef`, which for real matrices includes symmetry. `schur A B D` is $S$, and `residual A B x y` is $r$.

Physically, the symmetry of $C$ expresses detailed balance, and its positive definiteness says that every nonzero coefficient vector describes a deviation from equilibrium for which collisions produce entropy. The basis functions must therefore be linearly independent, and their span must contain no nonzero collision invariant.

The main identity is `conductivity_enlarged`. The gain appears there as `conductivity (schur A B D) (residual A B x y)`: the added functions form a smaller transport problem of their own, with an effective collision matrix and the part of the drive that the old solution leaves unbalanced. `resistivity_enlarged_le` is the monotonicity, `conductivity_enlarged_eq_iff` the equality case, and `conductivity_add_one` the scalar formula.

The monotonicity theorem assumes `x ≠ 0`. For $x=0$ the original basis carries no current and its resistivity is physically infinite, whereas Lean evaluates `1 / 0` as zero.

The word "variational" refers to minimising $u^TCu/(u^TX)^2$ over trial vectors with $u^TX\ne0$. The file takes the minimum value $1/(X^TC^{-1}X)$ as the definition of `resistivity` and does not treat the minimisation itself. It covers one scalar response coefficient in a finite basis, with the same drive on both sides. A magnetic field, which adds an antisymmetric part to the matrix, and convergence towards a complete basis are not covered.

### How the Lean proof follows the elimination

`original_posDef` and `schur_posDef` use the two test vectors above. In the second, `hw` is the computation $Cw=(0,Sv)$, and the transpose identities before it supply the symmetry of $S$. `mulVec_solution` states that $C^{-1}X$ solves the transport equation; it rests on the positive determinant of a positive definite matrix. `conductivity_pos` gives the strict positivity for a nonzero drive, and `schur_mulVec` writes out the action of $S$ on a vector.

`enlarged_solution` checks the proposed solution instead of deriving it. After `generalize` has given $S^{-1}r$ the name `v`, `h1` and `h2` are the two rows of the block equation. The second follows from $Sv=r$ by `linear_combination hs`. Multiplying by $C^{-1}$ then identifies the solution.

In `conductivity_enlarged`, `hsum` splits the pairing into its original and added parts, and `hsym` is the step $(B^TA^{-1}x)^Tv=x^TA^{-1}Bv$. What remains is scalar algebra, done by `ring`.

For the resistivity, the proof first reduces the claim to a comparison of conductivities by taking reciprocals. It then separates $r=0$ from $r\neq0$ and uses `conductivity_pos` in the second case. The equality theorem first computes the padded vector's image in `hpad`, and then shows that both sides of the equivalence amount to $r=0$. In `conductivity_add_one`, `key` reduces a transport problem with one function to $r^2/S$, while `hs` and `hr` identify the two scalars.

### A negative relaxation rate can reverse the inequality

Suppose that $C$ is symmetric and invertible but not positive definite:

$$C=\begin{pmatrix}1&0\\0&-1\end{pmatrix},\qquad X=\begin{pmatrix}1\\1/2\end{pmatrix}.$$

With the first function alone the conductivity is $1$. With both it is $1-\tfrac14=\tfrac34$, so the resistivity rises from $1$ to $\tfrac43$. The block identity still holds here, but the added term is negative, because the second mode grows under collisions instead of relaxing. This is not a physical collision matrix near equilibrium, where collisions do not destroy entropy; the example only shows what the hypothesis excludes.

### The gain as one more entry in a Cholesky solve

In a code that factorizes $A=LL^T$ and solves $Lz=x$ by forward substitution, the conductivity is $z^Tz$. To add one function, solve $L\ell=b$ and compute

$$\lambda=\sqrt{d-\ell^T\ell},\qquad z_{\text{new}}=\frac{\eta-\ell^Tz}{\lambda}.$$

The conductivity grows by $z_{\text{new}}^2$, which is the scalar formula above, and the old factor $L$ is kept. A non-positive value under the root shows that the enlarged matrix is not numerically positive definite, for instance because the new function nearly depends linearly on the old ones.

As a small example, take $A=2$, $b=1$, $d=2$, $x=1$ and $\eta=0$. The gain is $(1/2)^2/(3/2)=1/6$, so the conductivity rises from $1/2$ to $2/3$ and the resistivity falls from $2$ to $3/2$. The new function has no drive of its own and still contributes, through its coupling to the first.

For electronic transport calculations based on the linearized Boltzmann equation in a finite basis, without a magnetic field, this means that a resistivity from a few trial functions is an upper bound on the value from any larger basis that contains them, provided that both calculations use the same matrix and drive entries for the shared functions and that the enlarged matrix is positive definite.
